# Velocity and symmetrized Lorentz force from the minimal-coupling commutators

Positions x_j, kinetic momenta π_j and field components F_jk are taken here as elements of an arbitrary associative complex algebra `A`, constrained only by their commutators:

[x_j, π_k] = i δ_jk

[π_j, π_k] = i F_jk

The index set `ι` is finite. Nothing makes F_jk commute with the momenta, so an inhomogeneous magnetic field is allowed. Units have ħ = 1 and unit mass, with the charge absorbed into the fields. Hilbert-space domains and self-adjointness do not enter.

In Lean 4 with Mathlib:

```lean
import Mathlib

open Complex

namespace MinimalCouplingCommutators

noncomputable section

variable {A ι : Type*} [Ring A] [Algebra ℂ A] [Fintype ι]
```

The commutator is [a, b] = ab − ba.

```lean
/-- The commutator `[a, b] = a b - b a`. -/
def comm {R : Type*} [Ring R] (a b : R) : R := a * b - b * a
```

The kinetic Hamiltonian is

T = ½ Σ_k π_k².

```lean
/-- The kinetic Hamiltonian `T = ½ ∑ π_k²` of a particle of unit mass. -/
def kinetic (π : ι → A) : A := (1 / 2 : ℂ) • ∑ k, π k * π k
```

Since F_jk and π_k need not commute, the magnetic force is defined with both orders:

L_j = ½ Σ_k (F_jk π_k + π_k F_jk).

```lean
/-- The symmetrized Lorentz force `½ ∑ (F_jk π_k + π_k F_jk)`. -/
def lorentzForce (F : ι → ι → A) (π : ι → A) (j : ι) : A :=
  (1 / 2 : ℂ) • ∑ k, (F j k * π k + π k * F j k)
```

## The two commutators of T

Reversing a commutator changes its sign: [a, b] = −[b, a].

```lean
/-- The commutator is antisymmetric. -/
theorem comm_swap {R : Type*} [Ring R] (a b : R) : comm a b = -comm b a := by
  simp only [comm, neg_sub]
```

For any a, adding and subtracting π_k a π_k gives

π_k² a − a π_k² = π_k [π_k, a] + [π_k, a] π_k.

Summing over k and halving,

[T, a] = ½ Σ_k (π_k [π_k, a] + [π_k, a] π_k).

In the proof, `noncomm_ring` checks the identity for each k without reordering factors.

```lean
/-- The commutator of the kinetic Hamiltonian with any observable, by the Leibniz rule. -/
theorem comm_kinetic (π : ι → A) (a : A) :
    comm (kinetic π) a =
      (1 / 2 : ℂ) • ∑ k, (π k * comm (π k) a + comm (π k) a * π k) := by
  have key : ∑ k, (π k * comm (π k) a + comm (π k) a * π k)
      = (∑ k, π k * π k) * a - a * ∑ k, π k * π k := by
    rw [Finset.sum_mul, Finset.mul_sum, ← Finset.sum_sub_distrib]
    refine Finset.sum_congr rfl fun k _ => ?_
    simp only [comm]
    noncomm_ring
  rw [key, smul_sub, comm, kinetic, smul_mul_assoc, mul_smul_comm]
```

Put a = x_j. Then [π_k, x_j] = −i δ_jk, so the k-th summand is −2i δ_jk π_k. Only k = j survives, which is the work of `Finset.sum_ite_eq`, and

[T, x_j] = −i π_j.

```lean
/-- The commutator of the kinetic Hamiltonian with a position is `-i` times the
kinetic momentum. -/
theorem comm_kinetic_position [DecidableEq ι] {x π : ι → A}
    (hx : ∀ j k, comm (x j) (π k) = if j = k then I • (1 : A) else 0) (j : ι) :
    comm (kinetic π) (x j) = (-I) • π j := by
  have h : ∀ k, π k * comm (π k) (x j) + comm (π k) (x j) * π k
      = if j = k then (-(2 * I)) • π k else 0 := by
    intro k
    rw [comm_swap (π k) (x j), hx]
    split_ifs
    · simp only [mul_neg, neg_mul, mul_smul_comm, smul_mul_assoc, mul_one, one_mul]
      module
    · simp
  rw [comm_kinetic, Finset.sum_congr rfl (fun k _ => h k), Finset.sum_ite_eq,
    if_pos (Finset.mem_univ j)]
  module
```

Put a = π_j. Then [π_k, π_j] = −i F_jk, and

[T, π_j] = −(i/2) Σ_k (π_k F_jk + F_jk π_k) = −i L_j.

```lean
/-- The commutator of the kinetic Hamiltonian with a kinetic momentum is `-i` times the
symmetrized Lorentz force. -/
theorem comm_kinetic_momentum {π : ι → A} {F : ι → ι → A}
    (hF : ∀ j k, comm (π j) (π k) = I • F j k) (j : ι) :
    comm (kinetic π) (π j) = (-I) • lorentzForce F π j := by
  have h : ∀ k, π k * comm (π k) (π j) + comm (π k) (π j) * π k
      = (-I) • (F j k * π k + π k * F j k) := by
    intro k
    rw [comm_swap (π k) (π j), hF]
    simp only [mul_neg, neg_mul, mul_smul_comm, smul_mul_assoc]
    module
  rw [comm_kinetic, Finset.sum_congr rfl (fun k _ => h k), ← Finset.smul_sum, lorentzForce]
  module
```

Taking the scalar −i out of the outer commutator combines the two results:

[T, [T, x_j]] = −i [T, π_j] = (−i)² L_j = −½ Σ_k (F_jk π_k + π_k F_jk).

The theorem states this together with the first commutator.

```lean
/-- For a minimally coupled particle, the commutator of the kinetic Hamiltonian with a position is
`-i` times the kinetic momentum, and the double commutator is minus the symmetrized Lorentz force.
-/
theorem double_commutator [DecidableEq ι] {x π : ι → A} {F : ι → ι → A}
    (hx : ∀ j k, comm (x j) (π k) = if j = k then I • (1 : A) else 0)
    (hF : ∀ j k, comm (π j) (π k) = I • F j k) (j : ι) :
    comm (kinetic π) (x j) = (-I) • π j ∧
    comm (kinetic π) (comm (kinetic π) (x j))
      = (-(1 / 2) : ℂ) • ∑ k, (F j k * π k + π k * F j k) := by
  refine ⟨comm_kinetic_position hx j, ?_⟩
  have hs : comm (kinetic π) ((-I) • π j) = (-I) • comm (kinetic π) (π j) := by
    simp only [comm, mul_smul_comm, smul_mul_assoc, smul_sub]
  have hI : (-I) * (-I) = -1 := by rw [neg_mul_neg, I_mul_I]
  rw [comm_kinetic_position hx, hs, comm_kinetic_momentum hF, smul_smul, hI, lorentzForce]
  module
```

## Adding a scalar potential

Let V satisfy [x_j, V] = 0 and [π_j, V] = i E_j. For an ordinary potential V(x), the second relation says E_j = −∂_j V. With H = T + V,

i[H, x_j] = i(−i π_j) + i[V, x_j] = π_j

i[H, π_j] = i(−i L_j) − i(i E_j) = L_j + E_j.

These are the Heisenberg rates of change when x_j and π_j have no explicit time dependence; a time-dependent vector potential would add a term to the second.

```lean
/-- Heisenberg equations with a scalar potential `V`: the velocity is the kinetic momentum, and
the rate of change of the latter is the electric force plus the symmetrized Lorentz force. -/
theorem heisenberg_equations [DecidableEq ι] {x π E : ι → A} {F : ι → ι → A} {V : A}
    (hx : ∀ j k, comm (x j) (π k) = if j = k then I • (1 : A) else 0)
    (hF : ∀ j k, comm (π j) (π k) = I • F j k)
    (hV : ∀ j, comm (x j) V = 0) (hE : ∀ j, comm (π j) V = I • E j) (j : ι) :
    I • comm (kinetic π + V) (x j) = π j ∧
    I • comm (kinetic π + V) (π j) = E j + lorentzForce F π j := by
  have hadd : ∀ a, comm (kinetic π + V) a = comm (kinetic π) a + comm V a := by
    intro a
    simp only [comm]
    noncomm_ring
  have hI : I * (-I) = 1 := by rw [mul_neg, I_mul_I, neg_neg]
  constructor
  · rw [hadd, comm_kinetic_position hx, comm_swap V, hV, neg_zero, add_zero, smul_smul, hI,
      one_smul]
  · rw [hadd, comm_kinetic_momentum hF, comm_swap V, hE, smul_add, smul_neg, smul_smul,
      smul_smul, hI, I_mul_I]
    module
```

The condition [x_j, V] = 0 matters. Take one free particle on a line, with F = 0, and let V = π. Every other hypothesis holds, with E = 0, but i[H, x] = π + 1 instead of π. For a single electron in a nonlocal pseudopotential, the velocity operator likewise acquires the extra term i[V, x_j].

## Power and operator order

The magnetic force does no work in the symmetrized sense. Put a = T in the Leibniz formula and use [π_k, T] = i L_k:

0 = [T, T] = (i/2) Σ_k (π_k L_k + L_k π_k).

Multiplying by −2i leaves the sum itself, which is twice the symmetrized power.

```lean
/-- The symmetrized power of the Lorentz force vanishes, even for a field that does not
commute with the momenta. -/
theorem lorentzForce_power_eq_zero {π : ι → A} {F : ι → ι → A}
    (hF : ∀ j k, comm (π j) (π k) = I • F j k) :
    ∑ j, (π j * lorentzForce F π j + lorentzForce F π j * π j) = 0 := by
  -- the kinetic energy commutes with itself; expand one copy by the Leibniz rule
  have h := comm_kinetic π (kinetic π)
  have t : ∀ k, π k * comm (π k) (kinetic π) + comm (π k) (kinetic π) * π k
      = I • (π k * lorentzForce F π k + lorentzForce F π k * π k) := by
    intro k
    rw [comm_swap (π k) (kinetic π), comm_kinetic_momentum hF]
    simp only [mul_neg, neg_mul, mul_smul_comm, smul_mul_assoc]
    module
  rw [Finset.sum_congr rfl (fun k _ => t k), ← Finset.smul_sum, smul_smul,
    show comm (kinetic π) (kinetic π) = 0 from sub_self _] at h
  have h2 := congrArg (fun a : A => (-(2 * I)) • a) h
  have hc : (-(2 * I)) * (1 / 2 * I) = 1 := by linear_combination (-1 : ℂ) * I_mul_I
  simp only [smul_zero] at h2
  rw [smul_smul, hc, one_smul] at h2
  exact h2.symm
```

To compare with the unsymmetrized force, write

F_jk π_k + π_k F_jk = 2 F_jk π_k + [π_k, F_jk].

Hence

i[T, π_j] = Σ_k F_jk π_k + ½ Σ_k [π_k, F_jk],

and the force equals Σ_k F_jk π_k exactly when the last sum vanishes.

```lean
/-- The force may be written without symmetrization, as `∑ F_jk π_k`, exactly when
`∑ [π_k, F_jk]` vanishes. -/
theorem unsymmetrized_force_iff {π : ι → A} {F : ι → ι → A}
    (hF : ∀ j k, comm (π j) (π k) = I • F j k) (j : ι) :
    I • comm (kinetic π) (π j) = ∑ k, F j k * π k ↔ ∑ k, comm (π k) (F j k) = 0 := by
  have hI : I * (-I) = 1 := by rw [mul_neg, I_mul_I, neg_neg]
  have hsum : ∑ k, (F j k * π k + π k * F j k)
      = (2 : ℂ) • ∑ k, F j k * π k + ∑ k, comm (π k) (F j k) := by
    rw [Finset.smul_sum, ← Finset.sum_add_distrib]
    refine Finset.sum_congr rfl fun k _ => ?_
    simp only [comm]
    module
  have hL : I • comm (kinetic π) (π j)
      = ∑ k, F j k * π k + (1 / 2 : ℂ) • ∑ k, comm (π k) (F j k) := by
    rw [comm_kinetic_momentum hF, smul_smul, hI, one_smul, lorentzForce, hsum]
    module
  rw [hL]
  constructor
  · intro h
    have h0 : (1 / 2 : ℂ) • ∑ k, comm (π k) (F j k) = 0 := by
      simpa using h
    calc ∑ k, comm (π k) (F j k)
        = (2 : ℂ) • ((1 / 2 : ℂ) • ∑ k, comm (π k) (F j k)) := by module
      _ = 0 := by rw [h0, smul_zero]
  · intro h
    rw [h, smul_zero, add_zero]
```

## An inhomogeneous field in the plane

The relations are realized by operators on complex polynomials in x_0 and x_1.

```lean
/-- Complex polynomials in two variables. -/
abbrev Poly := MvPolynomial (Fin 2) ℂ
```

Positions, fields and potentials act by multiplication, p ↦ qp.

```lean
/-- Multiplication by a polynomial, as an operator. -/
def mulOp (p : Poly) : Module.End ℂ Poly := LinearMap.mulLeft ℂ p
```

With vector potential (0, x_0²), the momenta are

π_0 = −i ∂_0, π_1 = −i ∂_1 − x_0².

```lean
/-- Kinetic momenta `-i ∂_j - A_j` in the plane with vector potential `A = (0, x_0²)`. -/
def planeMomentum (j : Fin 2) : Module.End ℂ Poly :=
  (-I) • (MvPolynomial.pderiv j).toLinearMap
    - mulOp (if j = 1 then MvPolynomial.X 0 * MvPolynomial.X 0 else 0)
```

The corresponding field is F_01 = ∂_0(x_0²) = 2x_0 = −F_10, with zero diagonal.

```lean
/-- The field with `F_01 = 2 x_0 = -F_10` and zero diagonal. -/
def planeField (j k : Fin 2) : Module.End ℂ Poly :=
  mulOp (if j = k then 0 else if j = 0 then MvPolynomial.X 0 + MvPolynomial.X 0
    else -(MvPolynomial.X 0 + MvPolynomial.X 0))
```

The product rule gives [x_j, π_k] = i δ_jk and

[π_0, π_1] = i ∂_0(x_0²) = i F_01.

For V = x_0, [π_j, V] = −i δ_j0, so E = (−1, 0). Finally,

[π_0, F_01] = −2i ≠ 0,

so the field is not central. The proof first shows that ∂_0 and ∂_1 commute, then checks the operator identities on an arbitrary polynomial, splitting into index values where needed; the last inequality is tested on the constant polynomial 1.

```lean
/-- The plane with field `2 x_0` and scalar potential `x_0` satisfies all the commutation relations
assumed above, and its field component `F_01` does not commute with `π_0`. -/
theorem plane_witness :
    (∀ j k, comm (mulOp (MvPolynomial.X j)) (planeMomentum k)
      = if j = k then I • (1 : Module.End ℂ Poly) else 0) ∧
    (∀ j k, comm (planeMomentum j) (planeMomentum k) = I • planeField j k) ∧
    (∀ j, comm (mulOp (MvPolynomial.X j)) (mulOp (MvPolynomial.X 0)) = 0) ∧
    (∀ j, comm (planeMomentum j) (mulOp (MvPolynomial.X 0))
      = I • (if j = 0 then (-1 : Module.End ℂ Poly) else 0)) ∧
    comm (planeMomentum 0) (planeField 0 1) ≠ 0 := by
  -- partial derivatives commute, since their commutator is a derivation killing the variables
  have hd : ⁅(MvPolynomial.pderiv 0 : Derivation ℂ Poly Poly),
      (MvPolynomial.pderiv 1 : Derivation ℂ Poly Poly)⁆ = 0 := by
    refine MvPolynomial.derivation_ext fun i => ?_
    fin_cases i <;> simp [Derivation.commutator_apply, MvPolynomial.pderiv_X]
  have hc : ∀ p : Poly, MvPolynomial.pderiv 0 (MvPolynomial.pderiv 1 p)
      = MvPolynomial.pderiv 1 (MvPolynomial.pderiv 0 p) := by
    intro p
    have h := congrArg (fun D : Derivation ℂ Poly Poly => D p) hd
    simpa [Derivation.commutator_apply, sub_eq_zero] using h
  refine ⟨fun j k => ?_, fun j k => ?_, fun j => ?_, fun j => ?_, fun h => ?_⟩
  · refine LinearMap.ext fun p => ?_
    fin_cases j <;> fin_cases k <;>
      simp [comm, mulOp, planeMomentum, MvPolynomial.pderiv_X,
        MvPolynomial.smul_eq_C_mul] <;> ring
  · refine LinearMap.ext fun p => ?_
    fin_cases j <;> fin_cases k <;>
      simp [comm, mulOp, planeMomentum, planeField, MvPolynomial.pderiv_X,
        MvPolynomial.smul_eq_C_mul, hc] <;> ring
  · refine LinearMap.ext fun p => ?_
    simp [comm, mulOp]
    ring
  · refine LinearMap.ext fun p => ?_
    fin_cases j <;>
      simp [comm, mulOp, planeMomentum, MvPolynomial.pderiv_X,
        MvPolynomial.smul_eq_C_mul]
    ring
  · have h1 := congrArg (fun T : Module.End ℂ Poly => T 1) h
    simp [comm, mulOp, planeMomentum, planeField, MvPolynomial.pderiv_X,
      ← two_smul ℂ (1 : Poly), smul_smul] at h1

end

end MinimalCouplingCommutators
```

```lean
#print axioms MinimalCouplingCommutators.double_commutator
#print axioms MinimalCouplingCommutators.heisenberg_equations
#print axioms MinimalCouplingCommutators.lorentzForce_power_eq_zero
#print axioms MinimalCouplingCommutators.unsymmetrized_force_iff
```

```
'MinimalCouplingCommutators.double_commutator' depends on axioms: [propext, Classical.choice, Quot.sound]
'MinimalCouplingCommutators.heisenberg_equations' depends on axioms: [propext, Classical.choice, Quot.sound]
'MinimalCouplingCommutators.lorentzForce_power_eq_zero' depends on axioms: [propext, Classical.choice, Quot.sound]
'MinimalCouplingCommutators.unsymmetrized_force_iff' depends on axioms: [propext, Classical.choice, Quot.sound]
```
